# Boundary Wronskians give the overlaps of LAPW radial functions with a solution at another energy

Let $f$ and $c$ solve the same radial equation on $[0,R]$ at different energies $E$ and $F$, and let $v$ solve the equation of the energy derivative of $f$. All three vanish at the nucleus. Then

$$\int_0^R fc\,dx=\frac{W(f)}{E-F},\qquad \int_0^R vc\,dx=\frac{W(v)}{E-F}-\frac{W(f)}{(E-F)^2},$$

where $W(g)=g(R)c'(R)-g'(R)c(R)$. Both overlaps are thus fixed by the energy difference and the values and slopes at the sphere boundary.

## Semicore states and the linearised basis

Inside a muffin-tin sphere, $r$ times the radial part of an LAPW basis function in one angular-momentum channel is a combination $af+bv$. Here $f$ is $r$ times the radial solution at the energy parameter $E$, and $v$ is the energy derivative of $f$. A core or semicore state of the same channel lies at another energy $F$, and $c$ denotes $r$ times its radial function. If $c$ leaks out of its sphere and is left out of the basis, the valence functions may partly represent it, and a spurious "ghost" band can appear.

For a non-relativistic channel in a fixed spherical potential, the formulas show how far $f$ and $v$ are from orthogonality to $c$ within the sphere. They do not predict whether a ghost band occurs or at what energy.

## The radial equations and their Lean form

In units with $\hbar^2/2m=1$, let $q$ be the spherical potential plus the centrifugal term. The equations are

$$f''=(q-E)f,\qquad c''=(q-F)c,\qquad v''=(q-E)v-f.$$

The third follows from differentiating the first with respect to $E$. It does not fix $v$ completely, since adding a multiple of $f$ to $v$ preserves both the equation and the condition $v(0)=0$. The results hold for every such choice.

In Lean, `IsRadial R q E s g g'` says that $g$ vanishes at $0$, has slope $g'$ and satisfies $g''=(q-E)g-s$. The source $s$ is zero for $f$ and $c$, and equals $f$ for $v$. The functions are real-valued, and the slope is a separate argument, tied to $g$ by the field `deriv`. Function and slope are continuous on $[0,R]$, but the differential equations are required only for $0<x<R$.

Nothing is assumed about the continuity of $q$, so Coulomb and centrifugal singularities at the nucleus are allowed. The quantity $W(f)$ is written `wronskian f f' c c' R`. The hypothesis `hR` allows $R=0$, where both overlap formulas read $0=0$.

## Green's identity with sources

Let $g$ have energy $E$ and source $s$, and let $c$ for the moment have energy $F$ and source $t$. The terms $g'c'$ cancel in the derivative of the Wronskian, and then so does the potential:

$$\begin{aligned}(gc'-g'c)'&=gc''-g''c\\&=g[(q-F)c-t]-[(q-E)g-s]c\\&=(E-F)gc+sc-tg.\end{aligned}$$

Since $g(0)=c(0)=0$, integration gives

$$W(g)=\int_0^R\big[(E-F)gc+sc-tg\big]dx.$$

## The two overlaps

For $g=f$ and $s=t=0$, the identity reads $W(f)=(E-F)\int_0^R fc\,dx$. Division by $E-F\neq0$ gives the first formula. Hence $f$ and $c$ are orthogonal in the sphere exactly when $f(R)c'(R)=f'(R)c(R)$.

For $g=v$, $s=f$ and $t=0$,

$$W(v)=(E-F)\int_0^R vc\,dx+\int_0^R fc\,dx.$$

Inserting the first overlap and dividing by $E-F$ gives the second formula. By linearity,

$$\int_0^R(af+bv)c\,dx=\frac{aW(f)+bW(v)}{E-F}-\frac{bW(f)}{(E-F)^2}.$$

## Why $f$ and $v$ are not both orthogonal to $c$

Green's identity also holds at equal energies. Applied to $f$ and $v$, it gives

$$D:=f(R)v'(R)-f'(R)v(R)=-\int_0^R f^2\,dx.$$

Suppose both overlaps with $c$ vanish. Then $W(f)=W(v)=0$, and eliminating $c'(R)$ or $c(R)$ from these two equations gives

$$c(R)D=0,\qquad c'(R)D=0.$$

If $f$ has non-zero norm, then $D\neq0$ and $c(R)=c'(R)=0$. So a state $c$ with non-zero value or slope at the boundary overlaps with at least one of $f$ and $v$. A particular combination $af+bv$ may still be orthogonal to it.

In the limiting case $c(R)=c'(R)=0$, both Wronskians vanish, and so do both overlaps. This is the idealisation of a core state fully confined to its sphere. For a non-zero $c$ and a potential continuous on $(0,R]$, uniqueness for the linear equation means that the limit can be approached but not reached.

## The Lean file

```lean
import Mathlib

open Set

namespace LAPWCoreOverlap

/-- The radial function `g` with slope `g'` vanishes at the nucleus and satisfies
`g'' = (q - E) g - s` inside the sphere of radius `R`; `g` and `g'` are continuous up to
the end points. -/
structure IsRadial (R : ℝ) (q : ℝ → ℝ) (E : ℝ) (s g g' : ℝ → ℝ) : Prop where
  cont : ContinuousOn g (Icc 0 R)
  cont_slope : ContinuousOn g' (Icc 0 R)
  deriv : ∀ x ∈ Ioo 0 R, HasDerivAt g (g' x) x
  deriv_slope : ∀ x ∈ Ioo 0 R, HasDerivAt g' ((q x - E) * g x - s x) x
  zero : g 0 = 0

/-- The Wronskian `g c' - g' c` of two radial functions with slopes `g'` and `c'`,
taken at radius `R`. -/
def wronskian (g g' c c' : ℝ → ℝ) (R : ℝ) : ℝ := g R * c' R - g' R * c R

variable {R E F : ℝ} {q s t g g' f f' v v' c c' : ℝ → ℝ}

/-- Green's identity in the sphere: let `g` at energy `E` with source `s` and `c` at energy `F` with
source `t` satisfy radial equations with the same `q` and vanish at the nucleus. If the sources are
continuous, the Wronskian at the sphere boundary is the integral of `(E - F) g c + s c - t g`. -/
theorem green_identity (hR : 0 ≤ R) (hg : IsRadial R q E s g g')
    (hc : IsRadial R q F t c c') (hs : ContinuousOn s (Icc 0 R))
    (ht : ContinuousOn t (Icc 0 R)) :
    (∫ x in (0 : ℝ)..R, ((E - F) * (g x * c x) + s x * c x - t x * g x))
      = wronskian g g' c c' R := by
  have hW : ContinuousOn (fun x => g x * c' x - g' x * c x) (Icc 0 R) :=
    (hg.cont.mul hc.cont_slope).sub (hg.cont_slope.mul hc.cont)
  have hI : ContinuousOn
      (fun x => (E - F) * (g x * c x) + s x * c x - t x * g x) (Icc 0 R) :=
    ((continuousOn_const.mul (hg.cont.mul hc.cont)).add (hs.mul hc.cont)).sub
      (ht.mul hg.cont)
  -- the potential cancels in the derivative of the Wronskian
  have hD : ∀ x ∈ Ioo 0 R, HasDerivAt (fun x => g x * c' x - g' x * c x)
      ((E - F) * (g x * c x) + s x * c x - t x * g x) x := fun x hx =>
    (((hg.deriv x hx).fun_mul (hc.deriv_slope x hx)).fun_sub
      ((hg.deriv_slope x hx).fun_mul (hc.deriv x hx))).congr_deriv (by ring)
  rw [intervalIntegral.integral_eq_sub_of_hasDerivAt_of_le hR hW hD
    (hI.intervalIntegrable_of_Icc hR)]
  simp [wronskian, hg.zero, hc.zero]

/-- For two radial solutions with the same `q` that vanish at the nucleus, at different energies `E`
and `F`, the overlap is their Wronskian at the sphere boundary divided by `E - F`. -/
theorem overlap_solution (hR : 0 ≤ R) (hEF : E ≠ F)
    (hf : IsRadial R q E (fun _ => 0) f f') (hc : IsRadial R q F (fun _ => 0) c c') :
    (∫ x in (0 : ℝ)..R, f x * c x) = wronskian f f' c c' R / (E - F) := by
  have h := green_identity hR hf hc continuousOn_const continuousOn_const
  simp only [zero_mul, add_zero, sub_zero, intervalIntegral.integral_const_mul] at h
  rw [eq_div_iff (sub_ne_zero.mpr hEF)]
  linear_combination h

/-- Two radial solutions with the same `q` that vanish at the nucleus, at different energies, are
orthogonal in the sphere exactly when their values and slopes at the boundary satisfy `f c' = f' c`.
-/
theorem orthogonal_iff (hR : 0 ≤ R) (hEF : E ≠ F)
    (hf : IsRadial R q E (fun _ => 0) f f') (hc : IsRadial R q F (fun _ => 0) c c') :
    (∫ x in (0 : ℝ)..R, f x * c x) = 0 ↔ f R * c' R = f' R * c R := by
  rw [overlap_solution hR hEF hf hc, div_eq_zero_iff,
    or_iff_left (sub_ne_zero.mpr hEF), wronskian, sub_eq_zero]

/-- Let `f` and `c` be radial solutions with the same `q` at different energies `E` and `F`, and let
`v'' = (q - E) v - f`, the equation of the energy derivative of `f`. If all three vanish at the
nucleus, the overlap of `v` with `c` is `W(v) / (E - F) - W(f) / (E - F)^2`, with Wronskians against
`c` at the boundary. -/
theorem overlap_energy_derivative (hR : 0 ≤ R) (hEF : E ≠ F)
    (hf : IsRadial R q E (fun _ => 0) f f') (hv : IsRadial R q E f v v')
    (hc : IsRadial R q F (fun _ => 0) c c') :
    (∫ x in (0 : ℝ)..R, v x * c x)
      = wronskian v v' c c' R / (E - F) - wronskian f f' c c' R / (E - F) ^ 2 := by
  have h := green_identity hR hv hc hf.cont continuousOn_const
  have i1 : IntervalIntegrable (fun x => (E - F) * (v x * c x)) MeasureTheory.volume 0 R :=
    (continuousOn_const.mul (hv.cont.mul hc.cont)).intervalIntegrable_of_Icc hR
  have i2 : IntervalIntegrable (fun x => f x * c x) MeasureTheory.volume 0 R :=
    (hf.cont.mul hc.cont).intervalIntegrable_of_Icc hR
  simp only [zero_mul, sub_zero] at h
  -- the source term contributes the overlap of `f` with `c`
  rw [intervalIntegral.integral_add i1 i2, intervalIntegral.integral_const_mul,
    overlap_solution hR hEF hf hc] at h
  have h2 : (∫ x in (0 : ℝ)..R, v x * c x)
      = (wronskian v v' c c' R - wronskian f f' c c' R / (E - F)) / (E - F) := by
    rw [eq_div_iff (sub_ne_zero.mpr hEF)]
    linear_combination h
  rw [h2, sub_div, div_div, pow_two]

/-- Let `f` and `c` be radial solutions with the same `q` at different energies `E` and `F`, and let
`v'' = (q - E) v - f`, all three vanishing at the nucleus. The overlap of `a f + b v` with `c` is
`W(a f + b v) / (E - F) - b W(f) / (E - F)^2`, with Wronskians against `c` at the boundary. -/
theorem overlap_augmented (a b : ℝ) (hR : 0 ≤ R) (hEF : E ≠ F)
    (hf : IsRadial R q E (fun _ => 0) f f') (hv : IsRadial R q E f v v')
    (hc : IsRadial R q F (fun _ => 0) c c') :
    (∫ x in (0 : ℝ)..R, (a * f x + b * v x) * c x)
      = wronskian (fun x => a * f x + b * v x) (fun x => a * f' x + b * v' x) c c' R / (E - F)
        - b * wronskian f f' c c' R / (E - F) ^ 2 := by
  have i1 : IntervalIntegrable (fun x => a * (f x * c x)) MeasureTheory.volume 0 R :=
    (continuousOn_const.mul (hf.cont.mul hc.cont)).intervalIntegrable_of_Icc hR
  have i2 : IntervalIntegrable (fun x => b * (v x * c x)) MeasureTheory.volume 0 R :=
    (continuousOn_const.mul (hv.cont.mul hc.cont)).intervalIntegrable_of_Icc hR
  have hsplit : (∫ x in (0 : ℝ)..R, (a * f x + b * v x) * c x)
      = a * (∫ x in (0 : ℝ)..R, f x * c x) + b * (∫ x in (0 : ℝ)..R, v x * c x) := by
    rw [← intervalIntegral.integral_const_mul, ← intervalIntegral.integral_const_mul,
      ← intervalIntegral.integral_add i1 i2]
    congr 1
    funext x
    ring
  rw [hsplit, overlap_solution hR hEF hf hc, overlap_energy_derivative hR hEF hf hv hc]
  simp only [wronskian]
  ring

/-- Let `f` be a radial solution at energy `E` and let `v'' = (q - E) v - f`, both vanishing at the
nucleus. The Wronskian of `f` and `v` at the sphere boundary is minus the squared norm of `f` in the
sphere. -/
theorem wronskian_eq_neg_norm (hR : 0 ≤ R)
    (hf : IsRadial R q E (fun _ => 0) f f') (hv : IsRadial R q E f v v') :
    wronskian f f' v v' R = -∫ x in (0 : ℝ)..R, f x ^ 2 := by
  have h := green_identity hR hf hv continuousOn_const hf.cont
  simp only [sub_self, zero_mul, zero_add, zero_sub, intervalIntegral.integral_neg,
    ← pow_two] at h
  exact h.symm

/-- Let `f` and `c` be radial solutions with the same `q` at different energies `E` and `F`, and let
`v'' = (q - E) v - f`, all three vanishing at the nucleus. If `f` has non-zero norm and `c` has
non-zero value or slope at the sphere boundary, then `c` has non-zero overlap with `f` or with `v`.
-/
theorem not_both_orthogonal (hR : 0 ≤ R) (hEF : E ≠ F)
    (hf : IsRadial R q E (fun _ => 0) f f') (hv : IsRadial R q E f v v')
    (hc : IsRadial R q F (fun _ => 0) c c')
    (hnorm : (∫ x in (0 : ℝ)..R, f x ^ 2) ≠ 0) (hb : c R ≠ 0 ∨ c' R ≠ 0) :
    (∫ x in (0 : ℝ)..R, f x * c x) ≠ 0 ∨ (∫ x in (0 : ℝ)..R, v x * c x) ≠ 0 := by
  by_contra hcon
  rw [not_or, not_not, not_not] at hcon
  obtain ⟨h1, h2⟩ := hcon
  have hd : E - F ≠ 0 := sub_ne_zero.mpr hEF
  have w1 : f R * c' R - f' R * c R = 0 :=
    sub_eq_zero.mpr ((orthogonal_iff hR hEF hf hc).mp h1)
  have w2 : v R * c' R - v' R * c R = 0 := by
    rw [overlap_energy_derivative hR hEF hf hv hc] at h2
    simp only [wronskian, w1, zero_div, sub_zero] at h2
    exact (div_eq_zero_iff.mp h2).resolve_right hd
  have hD : f R * v' R - f' R * v R ≠ 0 := by
    have h := wronskian_eq_neg_norm hR hf hv
    rw [wronskian] at h
    rw [h]
    exact neg_ne_zero.mpr hnorm
  -- Cramer's rule for the boundary value and slope of `c`
  have e1 : c R * (f R * v' R - f' R * v R) = 0 := by
    linear_combination v R * w1 - f R * w2
  have e2 : c' R * (f R * v' R - f' R * v R) = 0 := by
    linear_combination v' R * w1 - f' R * w2
  rcases hb with hb | hb
  · exact mul_ne_zero hb hD e1
  · exact mul_ne_zero hb hD e2

/-- For zero potential in the unit sphere, `f = x` and `v = -x^3/6` at energy `0` and
`c = sinh x` at energy `-1` satisfy the radial equations, and `c` is non-zero at the
boundary and `f` has non-zero norm. -/
theorem isRadial_witness :
    IsRadial 1 (fun _ => 0) 0 (fun _ => 0) (fun x => x) (fun _ => 1) ∧
    IsRadial 1 (fun _ => 0) 0 (fun x => x) (fun x => -(x * x * x) / 6)
      (fun x => -(x * x) / 2) ∧
    IsRadial 1 (fun _ => 0) (-1) (fun _ => 0) Real.sinh Real.cosh ∧
    Real.sinh 1 ≠ 0 ∧ (∫ x in (0 : ℝ)..1, x ^ 2) ≠ 0 := by
  refine ⟨⟨by fun_prop, by fun_prop, fun x _ => hasDerivAt_id' x, fun x _ => ?_, rfl⟩,
    ⟨by fun_prop, by fun_prop, fun x _ => ?_, fun x _ => ?_, by norm_num⟩,
    ⟨Real.continuous_sinh.continuousOn, Real.continuous_cosh.continuousOn,
      fun x _ => Real.hasDerivAt_sinh x, fun x _ => ?_, Real.sinh_zero⟩,
    (Real.sinh_pos_iff.mpr one_pos).ne', ?_⟩
  · exact (hasDerivAt_const x (1 : ℝ)).congr_deriv (by ring)
  · exact ((((hasDerivAt_id' x).fun_mul (hasDerivAt_id' x)).fun_mul
      (hasDerivAt_id' x)).fun_neg.div_const 6).congr_deriv (by ring)
  · exact (((hasDerivAt_id' x).fun_mul (hasDerivAt_id' x)).fun_neg.div_const 2).congr_deriv
      (by ring)
  · exact (Real.hasDerivAt_cosh x).congr_deriv (by ring)
  · rw [integral_pow]
    norm_num

end LAPWCoreOverlap
```

```lean
#print axioms LAPWCoreOverlap.overlap_energy_derivative
#print axioms LAPWCoreOverlap.overlap_augmented
#print axioms LAPWCoreOverlap.not_both_orthogonal
```

```
'LAPWCoreOverlap.overlap_energy_derivative' depends on axioms: [propext, Classical.choice, Quot.sound]
'LAPWCoreOverlap.overlap_augmented' depends on axioms: [propext, Classical.choice, Quot.sound]
'LAPWCoreOverlap.not_both_orthogonal' depends on axioms: [propext, Classical.choice, Quot.sound]
```

## From the Wronskian derivative to Cramer's rule

`green_identity` carries the calculus. In it, `hD` is the derivative computed above, with `ring` cancelling the potential. The fundamental theorem of calculus is used in a form that needs continuity on the closed interval (`hW`), the derivative in the interior (`hD`) and an integrable derivative. The last follows from `hI`, because the remaining integrand no longer contains $q$.

`overlap_solution` sets both sources to zero and divides by $E-F$, and `orthogonal_iff` reads off when the quotient vanishes. `overlap_energy_derivative` keeps the source $f$, splits the integral and substitutes the first overlap. `overlap_augmented` combines the two formulas linearly.

`wronskian_eq_neg_norm` is Green's identity for $f$ and $v$, with the $E-F$ term gone. In `not_both_orthogonal`, the assumed orthogonalities become `w1` and `w2`, the equations $W(f)=0$ and $W(v)=0$. The two `linear_combination` steps `e1` and `e2` are the eliminations that give $c(R)D=0$ and $c'(R)D=0$, and `hD` supplies $D\neq0$.

`isRadial_witness` shows that the assumptions are compatible, using $q=0$ inside the sphere with $R=1$, $E=0$ and $F=-1$: $f=x$, $v=-x^3/6$ and $c=\sinh x$. These are solutions inside the sphere only, chosen as a simple check and not as a model of a core state. Here $E-F=1$, and the first formula gives $\int_0^1 x\sinh x\,dx=\cosh1-\sinh1=e^{-1}$, in agreement with integration by parts.
